# Band velocity of the SSH chain with positive, unequal hoppings: $|E'(k)| \le \min(v,w)$, attained, and $E'(k) = \psi^\dagger H'(k)\psi$ for a normalised upper-band eigenvector $\psi$

Take the Su–Schrieffer–Heeger (SSH) chain: two sites per cell, both with on-site energy zero, and hopping between nearest neighbours only, with $v = 3$ inside a cell and $w = 5$ between cells. At wave number $k$ the two sublattices are coupled by $h(k) = v + w e^{-ik}$, and the upper band is $E(k) = |h(k)|$. Choose $k$ with $\cos k = -3/5$, $\sin k = 4/5$. Then $h = -4i$, so $E = 4$, and $h' = -iwe^{-ik} = -4 + 3i$. The rate of change of $|h|$ is the component of $h'$ along $h$, that is $E' = \operatorname{Re}(h'\bar h)/E = -12/4 = -3$. A component cannot exceed the length $|h'| = w$. Multiplying $h$ by the phase $e^{ik}$ gives $w + ve^{ik}$, with the same modulus and a derivative of length $v$, so the speed cannot exceed $v$ either. Here $|E'| = 3 = \min(v,w)$: the bound is reached. At $k = \pi/2$, where $\sin k$ is largest, the speed is only $15/\sqrt{34} \approx 2.57$.

The theorems below state this for all $v, w > 0$ with $v \ne w$. With $\hbar$ and the cell length set to one, $E'(k)$ is the group velocity, so in this non-interacting two-band chain the weaker bond limits how fast a wave packet in the upper band moves.

## The Bloch matrix and its derivative

In Lean 4 with Mathlib:

```lean
import Mathlib

open Matrix ComplexConjugate

namespace SSHBandVelocity

noncomputable section
```

The `open` line gives access to matrix notation and to `conj` for complex conjugation.

```lean
/-- Off-diagonal amplitude `h(k) = v + w exp(-ik)` of the SSH chain. -/
def hop (v w k : ℝ) : ℂ := v + w * Complex.exp (-(Complex.I * k))
```

A `def` introduces a function: `hop v w k` is $h(k)$, with real arguments and a complex value. The sign of the exponent and the choice of putting the whole phase on the inter-cell bond are conventions fixed here.

```lean
/-- The amplitude `-i w exp(-ik)`. -/
def hopDeriv (w k : ℝ) : ℂ := -Complex.I * w * Complex.exp (-(Complex.I * k))
```

This is the formula $-iwe^{-ik}$, written $h'(k)$. That it is the derivative of $h$ is proved later.

```lean
/-- SSH Bloch matrix `H(k)`: zero diagonal, off-diagonal entries `h(k)` and its conjugate. -/
def bloch (v w k : ℝ) : Matrix (Fin 2) (Fin 2) ℂ := !![0, hop v w k; conj (hop v w k), 0]
```

`Fin 2` is the index set $\{0, 1\}$ of the two sublattices, and `!![a, b; c, d]` would list a matrix row by row:
$$H(k) = \begin{pmatrix} 0 & h \\ \bar h & 0\end{pmatrix}.$$
The zero diagonal means equal on-site energies and no hopping within a sublattice. The matrix is taken as the model; its Fourier derivation from a real-space chain is not part of the file.

```lean
/-- The matrix `H'(k)`: zero diagonal, off-diagonal entries `-i w exp(-ik)` and its conjugate. -/
def blochDeriv (w k : ℝ) : Matrix (Fin 2) (Fin 2) ℂ :=
  !![0, hopDeriv w k; conj (hopDeriv w k), 0]
```

$H'(k)$ has the same shape, with $h'$ and $\overline{h'}$.

```lean
/-- The radicand `v² + w² + 2 v w cos k`. -/
def energySq (v w k : ℝ) : ℝ := v ^ 2 + w ^ 2 + 2 * v * w * Real.cos k
```

Call this radicand $S(k) = v^2 + w^2 + 2vw\cos k$.

```lean
/-- Upper band `E(k) = sqrt (v² + w² + 2 v w cos k)`. -/
def energy (v w k : ℝ) : ℝ := Real.sqrt (energySq v w k)
```

$E(k) = \sqrt{S(k)}$ is defined by its formula, as a real function on the whole line; $k$ is not restricted to a Brillouin zone. The lower band $-E(k)$ appears in none of the theorems.

```lean
/-- The band velocity formula `u(k) = -v w sin k / E(k)`. -/
def velocity (v w k : ℝ) : ℝ := -(v * w * Real.sin k) / energy v w k
```

$u(k) = -vw\sin k / E(k)$ is the candidate for $E'(k)$.

## The gap and the eigenvector

```lean
variable {v w : ℝ}

/-- The Bloch phase: `exp(-ik) = cos k - i sin k`. -/
theorem phase_eq (k : ℝ) : Complex.exp (-(Complex.I * k))
    = (Real.cos k : ℂ) - (Real.sin k : ℂ) * Complex.I := by
  have h : -(Complex.I * k) = (-(k : ℂ)) * Complex.I := by ring
  rw [h, Complex.exp_mul_I, Complex.cos_neg, Complex.sin_neg, Complex.ofReal_cos,
    Complex.ofReal_sin]
  ring
```

The `variable` line declares real $v$ and $w$ for what follows. In a `theorem`, the statement stands before `:= by` and the proof after it. This one is Euler's formula $e^{-ik} = \cos k - i\sin k$.

```lean
/-- For positive, unequal hoppings `v² + w² + 2 v w cos k` is positive at every `k`. -/
theorem energySq_pos (hv : 0 < v) (hw : 0 < w) (hvw : v ≠ w) (k : ℝ) :
    0 < energySq v w k := by
  have h1 : 0 < (v - w) ^ 2 := by
    have := sub_ne_zero.2 hvw
    positivity
  have h2 : 0 ≤ v * w * (1 + Real.cos k) :=
    mul_nonneg (mul_pos hv hw).le (by linarith [Real.neg_one_le_cos k])
  unfold energySq
  nlinarith
```

The hypotheses `hv`, `hw`, `hvw` say $v > 0$, $w > 0$, $v \ne w$. Positivity fixes the sign convention of the hoppings, and $v \ne w$ is dimerisation, the alternation of strong and weak bonds that keeps the gap open. By hand,
$$S(k) = (v-w)^2 + 2vw(1 + \cos k),$$
where the first term is positive and the second is not negative. These two facts are `h1` and `h2`, and `nlinarith` combines them into $S > 0$.

```lean
/-- The vector `(h(k), E(k))` is nonzero and satisfies `H(k) ψ = E(k) ψ`. -/
theorem eigenvector (hv : 0 < v) (hw : 0 < w) (hvw : v ≠ w) (k : ℝ) :
    ![hop v w k, (energy v w k : ℂ)] ≠ 0 ∧
    bloch v w k *ᵥ ![hop v w k, (energy v w k : ℂ)]
      = (energy v w k : ℂ) • ![hop v w k, (energy v w k : ℂ)] := by
  have hS := energySq_pos hv hw hvw k
  have hpos : 0 < energy v w k := Real.sqrt_pos.2 hS
  have hE : (energy v w k : ℂ) * energy v w k = energySq v w k := by
    rw [← Complex.ofReal_mul, energy, Real.mul_self_sqrt hS.le]
  -- |h|² equals the radicand
  have hh : conj (hop v w k) * hop v w k = energySq v w k := by
    simp only [hop, energySq, phase_eq, map_add, map_mul, map_sub, Complex.conj_ofReal,
      Complex.conj_I]
    push_cast
    linear_combination (w : ℂ) ^ 2 * Complex.sin_sq_add_cos_sq k
      - (w : ℂ) ^ 2 * Complex.sin k ^ 2 * Complex.I_sq
  refine ⟨fun h => ?_, ?_⟩
  · have h1 : energy v w k = 0 := by simpa using congrFun h 1
    exact hpos.ne' h1
  · ext i
    fin_cases i <;> simp [bloch, Matrix.mulVec, dotProduct, Fin.sum_univ_two] <;>
      first | ring1 | linear_combination hh - hE
```

Here `*ᵥ` is matrix times vector, `•` is scalar times vector and `∧` is "and". The vector $(\psi_0, \psi_1) = (h, E)$ is nonzero and satisfies $H\psi = E\psi$. By hand,
$$\bar h h = (v + w\cos k)^2 + w^2\sin^2 k = S = E^2,$$
so row 0 reads $hE = Eh$ and row 1 reads $\bar h h = E\cdot E$. In the proof `hE` is $E \cdot E = S$ and `hh` is $\bar h h = S$. The tactic `linear_combination` checks that the goal is a stated sum of known equations times coefficients; for `hh` these are $\sin^2 k + \cos^2 k = 1$ and $i^2 = -1$. The vector is nonzero because its entry 1 is $E > 0$. Then `fin_cases i` splits into the two rows, closed by `ring1` and by `hh - hE`. The squared norm is $|h|^2 + E^2 = 2E^2$, so the normalised state is $(h/E,\, 1)/\sqrt2$, which is $(-i, 1)/\sqrt2$ in the opening example.

## Derivatives in $k$

```lean
/-- Entry by entry, `H'(k)` is the `k`-derivative of the Bloch matrix. -/
theorem bloch_hasDerivAt (v w k : ℝ) (i j : Fin 2) :
    HasDerivAt (fun x => bloch v w x i j) (blochDeriv w k i j) k := by
  have h0 : HasDerivAt (fun x : ℝ => (x : ℂ)) 1 k := by
    exact Complex.ofRealCLM.hasDerivAt
  have h2 := (((h0.const_mul Complex.I).fun_neg).cexp.const_mul (w : ℂ)).const_add (v : ℂ)
  have h1 : HasDerivAt (fun x => hop v w x) (hopDeriv w k) k := by
    unfold hop hopDeriv
    exact h2.congr_deriv (by ring)
  fin_cases i <;> fin_cases j
  · exact hasDerivAt_const k (0 : ℂ)
  · exact h1
  · exact h1.star
  · exact hasDerivAt_const k (0 : ℂ)
```

`HasDerivAt f a k` would say that $f$ is differentiable at $k$ with derivative $a$. So each entry $H_{ij}$ has derivative $H'_{ij}$, for all real $v$ and $w$. The term `h2` builds $h$ as the chain $x \mapsto ix \mapsto -ix \mapsto e^{-ix} \mapsto we^{-ix} \mapsto v + we^{-ix}$ and carries the derivative along. The four cases are two constants, $h$ itself, and $\bar h$ through `h1.star`, since conjugation commutes with differentiation in a real variable.

```lean
/-- The band energy has `k`-derivative `-v w sin k / E(k)`. -/
theorem energy_hasDerivAt (hv : 0 < v) (hw : 0 < w) (hvw : v ≠ w) (k : ℝ) :
    HasDerivAt (energy v w) (velocity v w k) k := by
  have h : HasDerivAt (energySq v w) (2 * v * w * (-Real.sin k)) k :=
    ((Real.hasDerivAt_cos k).const_mul (2 * v * w)).const_add (v ^ 2 + w ^ 2)
  have h2 := h.sqrt (energySq_pos hv hw hvw k).ne'
  exact h2.congr_deriv (by unfold velocity energy; ring)
```

By hand $S' = -2vw\sin k$, and because $S > 0$ the chain rule gives
$$E' = \frac{S'}{2\sqrt S} = -\frac{vw\sin k}{E} = u.$$
The proof has the same steps: `h` is $S'$, and `h.sqrt` applies the chain rule, given $S \ne 0$.

## The expectation value of $H'(k)$

```lean
/-- Hellmann-Feynman theorem for the upper band: in any normalised eigenvector of `H(k)`
with eigenvalue `E(k)`, the expectation value of `H'(k)` equals `E'(k)`. -/
theorem hellmann_feynman (hv : 0 < v) (hw : 0 < w) (hvw : v ≠ w) (k : ℝ) (ψ : Fin 2 → ℂ)
    (hψ : bloch v w k *ᵥ ψ = (energy v w k : ℂ) • ψ) (hn : star ψ ⬝ᵥ ψ = 1) :
    star ψ ⬝ᵥ blochDeriv w k *ᵥ ψ = ((deriv (energy v w) k : ℝ) : ℂ) := by
  have hpos : 0 < energy v w k := Real.sqrt_pos.2 (energySq_pos hv hw hvw k)
  have hE : (energy v w k : ℂ) ≠ 0 := Complex.ofReal_ne_zero.2 hpos.ne'
  have e0 : hop v w k * ψ 1 = energy v w k * ψ 0 := by
    simpa [bloch, Matrix.mulVec, dotProduct, Fin.sum_univ_two] using congrFun hψ 0
  have e1 : conj (hop v w k) * ψ 0 = energy v w k * ψ 1 := by
    simpa [bloch, Matrix.mulVec, dotProduct, Fin.sum_univ_two] using congrFun hψ 1
  have c0 : conj (hop v w k) * conj (ψ 1) = energy v w k * conj (ψ 0) := by
    simpa [Complex.conj_ofReal] using congrArg (starRingEnd ℂ) e0
  have c1 : hop v w k * conj (ψ 0) = energy v w k * conj (ψ 1) := by
    simpa [Complex.conj_ofReal] using congrArg (starRingEnd ℂ) e1
  have n : conj (ψ 0) * ψ 0 + conj (ψ 1) * ψ 1 = 1 := by
    simpa [dotProduct, Fin.sum_univ_two] using hn
  -- equal weight on the two sublattices
  have hab : conj (ψ 0) * ψ 0 = conj (ψ 1) * ψ 1 :=
    mul_left_cancel₀ hE (by linear_combination (-conj (ψ 0)) * e0 + ψ 1 * c1)
  -- 2 Re (h' conj h) = -2 v w sin k
  have key : hopDeriv w k * conj (hop v w k) + conj (hopDeriv w k) * hop v w k
      = -2 * (v : ℂ) * w * Complex.sin k := by
    simp only [hopDeriv, hop, phase_eq, map_add, map_mul, map_sub, map_neg,
      Complex.conj_ofReal, Complex.conj_I]
    push_cast
    linear_combination 2 * (v : ℂ) * w * Complex.sin k * Complex.I_sq
  have hx : star ψ ⬝ᵥ blochDeriv w k *ᵥ ψ = conj (ψ 0) * (hopDeriv w k * ψ 1)
      + conj (ψ 1) * (conj (hopDeriv w k) * ψ 0) := by
    simp [blochDeriv, Matrix.mulVec, dotProduct, Fin.sum_univ_two]
  rw [hx, (energy_hasDerivAt hv hw hvw k).deriv]
  unfold velocity
  push_cast
  rw [eq_div_iff hE]
  linear_combination (-(hopDeriv w k * ψ 1)) * c0 - conj (ψ 1) * conj (hopDeriv w k) * e0
    + (hopDeriv w k * conj (hop v w k) + conj (hopDeriv w k) * hop v w k) / 2 * (n - hab)
    + key / 2
```

`star ψ ⬝ᵥ ψ = 1` is $\psi^\dagger\psi = 1$, and `deriv (energy v w) k` is $E'(k)$. For $v, w > 0$ with $v \ne w$, and any normalised $\psi$ with $H\psi = E\psi$, whatever its phase, $\psi^\dagger H'\psi = E'(k)$ as complex numbers. At $v = w$, $k = \pi$ this would fail: there $H = 0$, every nonzero vector is an eigenvector, and $E$ has no derivative. This is the Hellmann–Feynman identity for one band of one $2\times2$ family, obtained by computing both sides; no argument for general Hamiltonians is involved, and no differentiable choice of $\psi(k)$ is needed.

By hand, the two rows are $h\psi_1 = E\psi_0$ (`e0`) and $\bar h\psi_0 = E\psi_1$ (`e1`), with conjugates $\bar h\bar\psi_1 = E\bar\psi_0$ (`c0`) and $h\bar\psi_0 = E\bar\psi_1$ (`c1`). Multiplying `e0` by $\bar\psi_0$ and `c1` by $\psi_1$ gives the same left side $h\bar\psi_0\psi_1$, so $E|\psi_0|^2 = E|\psi_1|^2$. Cancelling $E$ gives `hab`, and with the norm `n` both weights are $1/2$. The expectation value is written out in `hx`, and `c0` and `e0` turn it into
$$E\,\psi^\dagger H'\psi = h'\psi_1(E\bar\psi_0) + \overline{h'}\,\bar\psi_1(E\psi_0) = (h'\bar h + \overline{h'}h)\,|\psi_1|^2 .$$
Next, $h'\bar h = -ivw\,e^{-ik} - iw^2$ has real part $-vw\sin k$, so $h'\bar h + \overline{h'}h = -2vw\sin k$, which is `key`. Hence $E\,\psi^\dagger H'\psi = -vw\sin k = Eu$. The last `linear_combination` has these four ingredients: `c0`, `e0`, the combination `n - hab` for $2|\psi_1|^2 = 1$, and `key / 2`.

In the example, $\psi = (-i, 1)/\sqrt2$ gives $\tfrac12\,[\,i(-4+3i) + (-4-3i)(-i)\,] = -3$. A slip to avoid is to insert the vector $(h, E)$ of `eigenvector` directly: its squared norm is $2E^2$, so it meets `hn` only when $2E^2 = 1$, and the expectation value comes out multiplied by $2E^2$. In the example $2E^2 = 32$, which gives $-96$ in place of $-3$. For a non-interacting tight-binding code that computes velocities as $\psi^\dagger H'\psi$, this one-dimensional model supplies a closed form to compare with.

## The bound and where it is reached

```lean
/-- With `u = -v w sin k / E`: `E² (v² - u²) = v² (v + w cos k)²` and
`E² (w² - u²) = w² (w + v cos k)²`. -/
theorem velocity_deficit (hv : 0 < v) (hw : 0 < w) (hvw : v ≠ w) (k : ℝ) :
    energy v w k ^ 2 * (v ^ 2 - velocity v w k ^ 2) = v ^ 2 * (v + w * Real.cos k) ^ 2 ∧
    energy v w k ^ 2 * (w ^ 2 - velocity v w k ^ 2) = w ^ 2 * (w + v * Real.cos k) ^ 2 := by
  have h := energySq_pos hv hw hvw k
  have hpos : 0 < energy v w k := Real.sqrt_pos.2 h
  have hS : energy v w k ^ 2 = v ^ 2 + w ^ 2 + 2 * v * w * Real.cos k := Real.sq_sqrt h.le
  have hu : velocity v w k * energy v w k = -(v * w * Real.sin k) :=
    div_mul_cancel₀ _ hpos.ne'
  constructor
  · linear_combination v ^ 2 * hS - (velocity v w k * energy v w k - v * w * Real.sin k) * hu
      - v ^ 2 * w ^ 2 * Real.sin_sq_add_cos_sq k
  · linear_combination w ^ 2 * hS - (velocity v w k * energy v w k - v * w * Real.sin k) * hu
      - v ^ 2 * w ^ 2 * Real.sin_sq_add_cos_sq k
```

Use $Eu = -vw\sin k$ (`hu`), $E^2 = S$ (`hS`) and $\sin^2 k = 1 - \cos^2 k$:
$$E^2(v^2 - u^2) = v^2\,(v^2 + w^2 + 2vw\cos k - w^2\sin^2 k) = v^2(v + w\cos k)^2 .$$
Exchanging $v$ and $w$ leaves $E$ and $u$ unchanged and gives the second identity. In each `linear_combination`, the factor multiplying `hu` turns it into $E^2u^2 = v^2w^2\sin^2 k$. The proof of the bound below uses these identities in place of the geometric argument of the opening.

```lean
/-- For positive, unequal hoppings, `E(k)` is a positive eigenvalue of the Bloch matrix,
differentiable in `k`, with `|E'(k)| ≤ min v w`. -/
theorem band_velocity_bound (hv : 0 < v) (hw : 0 < w) (hvw : v ≠ w) (k : ℝ) :
    0 < energy v w k ∧
    (∃ ψ : Fin 2 → ℂ, ψ ≠ 0 ∧ bloch v w k *ᵥ ψ = (energy v w k : ℂ) • ψ) ∧
    DifferentiableAt ℝ (energy v w) k ∧ |deriv (energy v w) k| ≤ min v w := by
  have hpos : 0 < energy v w k := Real.sqrt_pos.2 (energySq_pos hv hw hvw k)
  have hd := energy_hasDerivAt hv hw hvw k
  obtain ⟨h1, h2⟩ := velocity_deficit hv hw hvw k
  have aux : ∀ a : ℝ, 0 < a → 0 ≤ energy v w k ^ 2 * (a ^ 2 - velocity v w k ^ 2) →
      |velocity v w k| ≤ a := fun a ha h => by
    have h3 := (mul_nonneg_iff_of_pos_left (pow_pos hpos 2)).1 h
    exact (sq_le_sq.1 (sub_nonneg.1 h3)).trans_eq (abs_of_pos ha)
  refine ⟨hpos, ⟨_, eigenvector hv hw hvw k⟩, hd.differentiableAt, ?_⟩
  rw [hd.deriv]
  exact le_min (aux v hv (by rw [h1]; positivity)) (aux w hw (by rw [h2]; positivity))
```

The four claims are $E(k) > 0$; a nonzero $\psi$ with $H\psi = E\psi$ exists (`∃`); $E$ is differentiable at $k$; and $|E'(k)| \le \min(v,w)$. The third claim gives the fourth its content, because `deriv` returns zero where a function has no derivative, as $E = 2v|\cos(k/2)|$ has none at $k = \pi$ when $v = w$.

The right sides of the two identities are products of squares, so $E^2(a^2 - u^2) \ge 0$ for $a = v$ and $a = w$. Since $E^2 > 0$, $u^2 \le a^2$, and since $a > 0$, $|u| \le a$. The step `aux` is this argument for a general positive $a$, and `le_min` joins the two instances.

```lean
/-- The speed `|E'(k)|` equals `min v w` exactly when `cos k = -(min v w) / (max v w)`. -/
theorem band_velocity_eq_iff (hv : 0 < v) (hw : 0 < w) (hvw : v ≠ w) (k : ℝ) :
    |deriv (energy v w) k| = min v w ↔ Real.cos k = -(min v w / max v w) := by
  have hpos : 0 < energy v w k := Real.sqrt_pos.2 (energySq_pos hv hw hvw k)
  obtain ⟨h1, h2⟩ := velocity_deficit hv hw hvw k
  have aux : ∀ a b : ℝ, 0 < a → 0 < b →
      energy v w k ^ 2 * (a ^ 2 - velocity v w k ^ 2) = a ^ 2 * (a + b * Real.cos k) ^ 2 →
      (|velocity v w k| = a ↔ Real.cos k = -(a / b)) := fun a b ha hb H => by
    rw [← neg_div, eq_div_iff hb.ne']
    constructor
    · intro h
      have h2 : velocity v w k ^ 2 = a ^ 2 := by rw [← sq_abs, h]
      rw [h2] at H
      have h3 : (a * (a + b * Real.cos k)) ^ 2 = 0 := by linear_combination -H
      have h4 := (mul_eq_zero.1 ((pow_eq_zero_iff two_ne_zero).1 h3)).resolve_left ha.ne'
      linarith
    · intro h
      have h0 : a + b * Real.cos k = 0 := by linarith
      have h3 : energy v w k ^ 2 * (a ^ 2 - velocity v w k ^ 2) = 0 := by
        rw [H, h0]; ring
      have h4 := (mul_eq_zero.1 h3).resolve_left (pow_pos hpos 2).ne'
      exact (sq_eq_sq₀ (abs_nonneg _) ha.le).1 (by rw [sq_abs]; linarith)
  rw [(energy_hasDerivAt hv hw hvw k).deriv]
  rcases le_total v w with h | h
  · rw [min_eq_left h, max_eq_right h]
    exact aux v w hv hw h1
  · rw [min_eq_right h, max_eq_left h]
    exact aux w v hw hv h2
```

The symbol `↔` is "if and only if": for positive, unequal hoppings, $|E'(k)| = \min(v,w)$ exactly when $\cos k = -\min(v,w)/\max(v,w)$. Let $a$ be the smaller hopping and $b$ the larger, and take the identity $E^2(a^2 - u^2) = a^2(a + b\cos k)^2$. If $|u| = a$ the left side vanishes, so $a + b\cos k = 0$. Conversely, if $a + b\cos k = 0$ the right side vanishes, so $u^2 = a^2$ because $E^2 \neq 0$. The two branches after `constructor` are these directions, and `le_total v w` decides which hopping is $a$.

```lean
/-- At `k = arccos (-(min v w) / (max v w))` the speed `|E'(k)|` equals `min v w`. -/
theorem band_velocity_attained (hv : 0 < v) (hw : 0 < w) (hvw : v ≠ w) :
    |deriv (energy v w) (Real.arccos (-(min v w / max v w)))| = min v w := by
  have hmin : 0 < min v w := lt_min hv hw
  have hmax : 0 < max v w := lt_max_of_lt_left hv
  have h1 : min v w / max v w ≤ 1 := (div_le_one hmax).2 min_le_max
  have h0 : 0 < min v w / max v w := div_pos hmin hmax
  exact (band_velocity_eq_iff hv hw hvw _).2 (Real.cos_arccos (by linarith) (by linarith))

end

end SSHBandVelocity
```

For positive, unequal hoppings the speed at $k = \arccos(-\min(v,w)/\max(v,w))$ equals $\min(v,w)$, so no smaller constant bounds $|E'|$. The ratio lies in $(0, 1]$ by `h0` and `h1`, its negative lies in $[-1, 1]$ where $\cos\arccos x = x$, and the previous equivalence applies. For $v = 3$, $w = 5$ this is the wave number of the opening, $k = \arccos(-3/5)$.

```lean
#print axioms SSHBandVelocity.bloch_hasDerivAt
#print axioms SSHBandVelocity.hellmann_feynman
#print axioms SSHBandVelocity.band_velocity_bound
#print axioms SSHBandVelocity.band_velocity_attained
```

```
'SSHBandVelocity.bloch_hasDerivAt' depends on axioms: [propext, Classical.choice, Quot.sound]
'SSHBandVelocity.hellmann_feynman' depends on axioms: [propext, Classical.choice, Quot.sound]
'SSHBandVelocity.band_velocity_bound' depends on axioms: [propext, Classical.choice, Quot.sound]
'SSHBandVelocity.band_velocity_attained' depends on axioms: [propext, Classical.choice, Quot.sound]
```
